# Second-order photon exchange energy of one electron on two sites, as a function of the site polarization

An electron hops between two equal sites in a cavity and can emit and reabsorb a virtual photon. How much does this lower its energy?

With hopping $t>0$, the ground state is $\psi=(1,1)/\sqrt2$ with energy $-t$. The photon couples to the occupation difference $\sigma_z$, which turns $\psi$ into $(1,-1)/\sqrt2$, the excited state at energy $+t$. The intermediate state, with one photon of frequency $\omega>0$, therefore costs $\omega+2t$. For the coupling $\lambda q\sigma_z$, where $q$ is the mode coordinate and $\lambda$ the real coupling strength, one photon is created from the vacuum with amplitude $\lambda/\sqrt{2\omega}$ ($\hbar=1$, unit mode mass). Second-order perturbation theory gives $-\lambda^2/(2\omega(\omega+2t))$. The full length-gauge Hamiltonian also contains the dipole self-energy $\lambda^2\sigma_z^2/(2\omega^2)=\lambda^2/(2\omega^2)$. This constant is left out here; with it, the net energy shift is upward.

With unequal sites, $H=-t\sigma_x+v\sigma_z$ for real $v$. Let $s=\langle\sigma_z\rangle$ in the ground state and $W$ the excitation gap. Once the mean-field part $\lambda q s$ of the coupling is removed,

$$E_x(s)=-\frac{\lambda^2(1-s^2)}{2\omega(\omega+W)},\qquad W=\frac{2t}{\sqrt{1-s^2}}.$$

"Exchange" here means exchange of a photon, not Fock exchange between electrons.

## Photon exchange in a Kohn–Sham cycle

In quantum-electrodynamical density functional theory, this formula serves as an exchange functional for one electron on two sites and one mode, at second order in $\lambda$. With $t$, $\omega$ and $\lambda$ fixed, a code needs only the current $s$ to evaluate it. With $u=\sqrt{1-s^2}$, differentiation gives the exchange potential

$$v_x=\frac{dE_x}{ds}=\frac{\lambda^2 s\,u\,(\omega u+3t)}{\omega(\omega u+2t)^2}.$$

One cycle computes $s$ from the current orbital, sets $v=v_{\rm ext}-\lambda^2s/\omega^2+v_x$, where $v_{\rm ext}$ is the external potential and the middle term is the photon mean field, and diagonalises $H$ again. At $t=\omega=1$ and $s=0.6$, one has $u=0.8$, $W=2.5$, $E_x\approx-0.0914\,\lambda^2$ and $v_x\approx0.233\,\lambda^2$. The two potential terms rest on ordinary calculus and perturbation theory; the Lean theorems concern the energy.

## From site amplitudes to the exchange energy

Let $\psi=(\psi_0,\psi_1)$ be a real normalised ground state with energy $E$:

$$v\psi_0-t\psi_1=E\psi_0,\qquad -t\psi_0-v\psi_1=E\psi_1.$$

The trial vector $(1,1)$ has squared norm 2 and quadratic form $-2t$, so $E\le-t<0$. Multiplying the first equation by $\psi_1$ and the second by $\psi_0$ and adding gives $2E\psi_0\psi_1=-t$, hence $\psi_0\psi_1>0$. Since $s=\psi_0^2-\psi_1^2$,

$$1-s^2=(\psi_0^2+\psi_1^2)^2-(\psi_0^2-\psi_1^2)^2=4\psi_0^2\psi_1^2,$$

so $u=2\psi_0\psi_1$ and $E=-t/u$. Subtracting the two multiplied equations instead of adding them gives $vu=-ts$.

A real normalised state orthogonal to $\psi$ is $\pm\chi$ with $\chi=(\psi_1,-\psi_0)$. As $H$ has trace zero, its energy is $-E$, so $W=-2E=2t/u$. The transition element is $\chi\cdot\sigma_z\psi=2\psi_0\psi_1=u$, with square $1-s^2$.

The fluctuation has components $(1-s)\psi_0=2\psi_1^2\psi_0$ and $(-1-s)\psi_1=-2\psi_0^2\psi_1$, so $(\sigma_z-s)\psi=u\chi$. Write $g=\lambda/\sqrt{2\omega}$. The one-photon part $\varphi$ of the first-order state satisfies

$$(H-E+\omega)\varphi=-g(\sigma_z-s)\psi=-gu\chi.$$

The operator on the left has eigenvalues $\omega$ on $\psi$ and $\omega+W$ on $\chi$, both positive. The only solution is $\varphi=-gu\chi/(\omega+W)$, and the second-order energy is

$$E_x=g\,(\sigma_z-s)\psi\cdot\varphi=-\frac{g^2u^2}{\omega+W}=-\frac{\lambda^2(1-s^2)}{2\omega(\omega+W)}.$$

## The two-site model in Lean

```lean
import Mathlib

open Matrix

namespace TwoSiteQEDFT

noncomputable section

/-- The Pauli matrix `σx`, which moves the electron between the two sites. -/
def sigmaX : Matrix (Fin 2) (Fin 2) ℝ := !![0, 1; 1, 0]

/-- The Pauli matrix `σz`, the difference of the two site occupations. -/
def sigmaZ : Matrix (Fin 2) (Fin 2) ℝ := !![1, 0; 0, -1]

/-- The two-site Hamiltonian `-t σx + v σz`. -/
def hamiltonian (t v : ℝ) : Matrix (Fin 2) (Fin 2) ℝ := (-t) • sigmaX + v • sigmaZ

/-- The site polarization `ψ · σz ψ`, which is the mean of `σz` when `ψ` is normalised. -/
def polarization (ψ : Fin 2 → ℝ) : ℝ := ψ ⬝ᵥ sigmaZ *ᵥ ψ

/-- `ψ` is a normalised ground state with real amplitudes and energy `E`. -/
structure IsGround (t v : ℝ) (ψ : Fin 2 → ℝ) (E : ℝ) : Prop where
  norm : ψ ⬝ᵥ ψ = 1
  eigen : hamiltonian t v *ᵥ ψ = E • ψ
  least : ∀ x : Fin 2 → ℝ, E * (x ⬝ᵥ x) ≤ x ⬝ᵥ hamiltonian t v *ᵥ x

/-- The polarization fluctuation `(σz - s) ψ`, with `s` the polarization of `ψ`. -/
def fluctuation (ψ : Fin 2 → ℝ) : Fin 2 → ℝ := sigmaZ *ᵥ ψ - polarization ψ • ψ

/-- The amplitude `λ/√(2ω)` with which `λ q` creates one photon from the vacuum, for `ω > 0`. -/
def coupling (ω lam : ℝ) : ℝ := lam / √(2 * ω)

/-- `φ` is the one-photon part of the first-order state for the perturbation `λ q (σz - s)`:
`(H - E + ω) φ = -(λ/√(2ω)) (σz - s) ψ`, for a ground state `ψ` with energy `E` and `ω > 0`. -/
def IsPhotonResponse (t v ω lam : ℝ) (ψ : Fin 2 → ℝ) (E : ℝ) (φ : Fin 2 → ℝ) : Prop :=
  hamiltonian t v *ᵥ φ - E • φ + ω • φ = (-coupling ω lam) • fluctuation ψ

/-- The second-order energy of `λ q (σz - s)`, from the one-photon response `φ` of a ground state
`ψ`, for `ω > 0`. -/
def exchangeEnergy (ω lam : ℝ) (ψ φ : Fin 2 → ℝ) : ℝ :=
  coupling ω lam * (fluctuation ψ ⬝ᵥ φ)

/-- The explicit functional `-λ²(1-s²)/(2ω(ω+W))` with `W = 2t/√(1-s²)`,
for `t, ω > 0` and `-1 < s < 1`. -/
def exchangeFunctional (t ω lam s : ℝ) : ℝ :=
  -(lam ^ 2 * (1 - s ^ 2)) / (2 * ω * (ω + 2 * t / √(1 - s ^ 2)))

/-- The Hamiltonian acting on the two site amplitudes. -/
theorem hamiltonian_apply (t v : ℝ) (x : Fin 2 → ℝ) :
    (hamiltonian t v *ᵥ x) 0 = v * x 0 - t * x 1 ∧
      (hamiltonian t v *ᵥ x) 1 = -t * x 0 - v * x 1 := by
  constructor <;>
    simp [hamiltonian, sigmaX, sigmaZ, Matrix.mulVec, dotProduct, Fin.sum_univ_two] <;> ring

/-- `σz` keeps the first site amplitude and reverses the second. -/
theorem sigmaZ_apply (x : Fin 2 → ℝ) :
    (sigmaZ *ᵥ x) 0 = x 0 ∧ (sigmaZ *ᵥ x) 1 = -x 1 := by
  constructor <;> simp [sigmaZ, Matrix.mulVec, dotProduct, Fin.sum_univ_two]

/-- The polarization is `ψ₀² - ψ₁²`, the difference of the two site probabilities when `ψ` is
normalised. -/
theorem polarization_eq (ψ : Fin 2 → ℝ) : polarization ψ = ψ 0 ^ 2 - ψ 1 ^ 2 := by
  simp only [polarization, dotProduct, Fin.sum_univ_two, sigmaZ_apply]
  ring

/-- In a normalised state the fluctuation `(σz - s) ψ` is `2 ψ₀ ψ₁` times `(ψ₁, -ψ₀)`. -/
theorem fluctuation_apply (ψ : Fin 2 → ℝ) (hn : ψ 0 ^ 2 + ψ 1 ^ 2 = 1) :
    fluctuation ψ 0 = 2 * (ψ 0 * ψ 1) * ψ 1 ∧
      fluctuation ψ 1 = -2 * (ψ 0 * ψ 1) * ψ 0 := by
  constructor
  · change (sigmaZ *ᵥ ψ) 0 - polarization ψ * ψ 0 = _
    rw [(sigmaZ_apply ψ).1, polarization_eq]
    linear_combination -ψ 0 * hn
  · change (sigmaZ *ᵥ ψ) 1 - polarization ψ * ψ 1 = _
    rw [(sigmaZ_apply ψ).2, polarization_eq]
    linear_combination ψ 1 * hn

/-- For `t > 0` the polarization `s` of a ground state satisfies `√(1-s²) = 2 ψ₀ ψ₁ > 0`, and it
fixes the energy `-t/√(1-s²)` and the potential `v = -ts/√(1-s²)`. -/
theorem ground_from_polarization {t v E : ℝ} {ψ : Fin 2 → ℝ} (ht : 0 < t)
    (h : IsGround t v ψ E) :
    0 < ψ 0 * ψ 1 ∧ √(1 - polarization ψ ^ 2) = 2 * (ψ 0 * ψ 1) ∧
      E = -t / √(1 - polarization ψ ^ 2) ∧
      v = -t * polarization ψ / √(1 - polarization ψ ^ 2) := by
  have hn : ψ 0 * ψ 0 + ψ 1 * ψ 1 = 1 := by
    simpa only [dotProduct, Fin.sum_univ_two] using h.norm
  have e0 := (hamiltonian_apply t v ψ).1.symm.trans (congrFun h.eigen 0)
  have e1 := (hamiltonian_apply t v ψ).2.symm.trans (congrFun h.eigen 1)
  simp only [Pi.smul_apply, smul_eq_mul] at e0 e1
  -- the uniform trial state shows that the ground energy is negative
  have hl := h.least (fun _ => 1)
  simp only [dotProduct, Fin.sum_univ_two, hamiltonian_apply] at hl
  have hE : E < 0 := by linarith
  have hprod : 2 * E * (ψ 0 * ψ 1) = -t := by
    linear_combination -ψ 1 * e0 - ψ 0 * e1 - t * hn
  have hp : 0 < ψ 0 * ψ 1 := by
    by_contra hc
    nlinarith [mul_nonneg (neg_nonneg.2 hE.le) (neg_nonneg.2 (not_lt.1 hc))]
  have hu : √(1 - polarization ψ ^ 2) = 2 * (ψ 0 * ψ 1) := by
    have hsq : 1 - polarization ψ ^ 2 = (2 * (ψ 0 * ψ 1)) ^ 2 := by
      rw [polarization_eq]
      linear_combination -(ψ 0 ^ 2 + ψ 1 ^ 2 + 1) * hn
    rw [hsq, Real.sqrt_sq (by linarith)]
  have hne : 2 * (ψ 0 * ψ 1) ≠ 0 := by linarith
  refine ⟨hp, hu, ?_, ?_⟩
  · rw [hu, eq_div_iff hne]
    linear_combination hprod
  · rw [hu, eq_div_iff hne, polarization_eq]
    linear_combination ψ 1 * e0 - ψ 0 * e1

/-- For `t > 0`, a normalised eigenstate orthogonal to the ground state lies `2t/√(1-s²)` above
it, and the squared `σz` transition element between the two is `1-s²`. -/
theorem gap_and_transition {t v E E' : ℝ} {ψ χ : Fin 2 → ℝ} (ht : 0 < t)
    (h : IsGround t v ψ E) (hχ : χ ⬝ᵥ χ = 1) (ho : ψ ⬝ᵥ χ = 0)
    (he : hamiltonian t v *ᵥ χ = E' • χ) :
    E' - E = 2 * t / √(1 - polarization ψ ^ 2) ∧
      (χ ⬝ᵥ sigmaZ *ᵥ ψ) ^ 2 = 1 - polarization ψ ^ 2 := by
  obtain ⟨-, -, hE, -⟩ := ground_from_polarization ht h
  have hn := h.norm
  have e0 := (hamiltonian_apply t v ψ).1.symm.trans (congrFun h.eigen 0)
  have e1 := (hamiltonian_apply t v ψ).2.symm.trans (congrFun h.eigen 1)
  have f0 := (hamiltonian_apply t v χ).1.symm.trans (congrFun he 0)
  have f1 := (hamiltonian_apply t v χ).2.symm.trans (congrFun he 1)
  simp only [Pi.smul_apply, smul_eq_mul] at e0 e1 f0 f1
  simp only [dotProduct, Fin.sum_univ_two] at hn hχ ho
  -- in two dimensions orthogonality fixes the excited state up to a factor `k`
  obtain ⟨k, hc, hd⟩ : ∃ k, χ 0 = k * ψ 1 ∧ χ 1 = -k * ψ 0 :=
    ⟨χ 0 * ψ 1 - χ 1 * ψ 0, by linear_combination -χ 0 * hn + ψ 0 * ho,
      by linear_combination -χ 1 * hn + ψ 1 * ho⟩
  rw [hc, hd] at hχ f0 f1
  have hk : k ^ 2 = 1 := by linear_combination hχ - k ^ 2 * hn
  have hs : E' + E = 0 := by
    linear_combination -k * ψ 1 * f0 + k * ψ 0 * f1 - E' * hχ - ψ 0 * e0 - ψ 1 * e1
      - E * hn + (v * (ψ 1 ^ 2 - ψ 0 ^ 2) + 2 * t * ψ 0 * ψ 1) * hk
  constructor
  · linear_combination hs - 2 * hE
  · rw [polarization_eq]
    simp only [dotProduct, Fin.sum_univ_two, sigmaZ_apply]
    rw [hc, hd]
    linear_combination 4 * ψ 0 ^ 2 * ψ 1 ^ 2 * hk + (ψ 0 ^ 2 + ψ 1 ^ 2 + 1) * hn

/-- For `t, ω > 0` the one-photon response of a ground state is the polarization fluctuation
times `-(λ/√(2ω))/(ω+W)`, with `W = 2t/√(1-s²)`, and nothing else. -/
theorem response_iff {t v ω E : ℝ} (lam : ℝ) {ψ : Fin 2 → ℝ} (φ : Fin 2 → ℝ) (ht : 0 < t)
    (hω : 0 < ω) (h : IsGround t v ψ E) :
    IsPhotonResponse t v ω lam ψ E φ ↔
      φ = (-(coupling ω lam / (ω + 2 * t / √(1 - polarization ψ ^ 2)))) • fluctuation ψ := by
  obtain ⟨hp, hu, hE, -⟩ := ground_from_polarization ht h
  have hn := h.norm
  have e0 := (hamiltonian_apply t v ψ).1.symm.trans (congrFun h.eigen 0)
  have e1 := (hamiltonian_apply t v ψ).2.symm.trans (congrFun h.eigen 1)
  simp only [Pi.smul_apply, smul_eq_mul] at e0 e1
  simp only [dotProduct, Fin.sum_univ_two] at hn
  obtain ⟨F0, F1⟩ := fluctuation_apply ψ (by linear_combination hn)
  have hD : ω + 2 * t / √(1 - polarization ψ ^ 2) = ω - 2 * E := by
    linear_combination 2 * hE
  have hD0 : ω - 2 * E ≠ 0 := by
    rw [← hD, hu]
    positivity
  have hc : (ω - 2 * E) * (coupling ω lam / (ω - 2 * E)) = coupling ω lam := by
    field_simp
  rw [hD]
  generalize coupling ω lam / (ω - 2 * E) = c at hc ⊢
  unfold IsPhotonResponse
  constructor
  · intro hr
    have q0 : (hamiltonian t v *ᵥ φ) 0 - E * φ 0 + ω * φ 0
        = -coupling ω lam * fluctuation ψ 0 := congrFun hr 0
    have q1 : (hamiltonian t v *ᵥ φ) 1 - E * φ 1 + ω * φ 1
        = -coupling ω lam * fluctuation ψ 1 := congrFun hr 1
    rw [(hamiltonian_apply t v φ).1, F0] at q0
    rw [(hamiltonian_apply t v φ).2, F1] at q1
    -- project the response equation on the excited and on the ground state
    have hA : (ω - 2 * E) * (ψ 1 * φ 0 - ψ 0 * φ 1)
        = -2 * coupling ω lam * (ψ 0 * ψ 1) := by
      linear_combination ψ 1 * q0 - ψ 0 * q1 + φ 0 * e1 - φ 1 * e0
        - 2 * coupling ω lam * (ψ 0 * ψ 1) * hn
    have hB : ψ 0 * φ 0 + ψ 1 * φ 1 = 0 := by
      apply mul_left_cancel₀ hω.ne'
      linear_combination ψ 0 * q0 + ψ 1 * q1 - φ 0 * e0 - φ 1 * e1
    have r0 : φ 0 = -c * fluctuation ψ 0 := by
      rw [F0]
      apply mul_left_cancel₀ hD0
      linear_combination -(ω - 2 * E) * φ 0 * hn + ψ 1 * hA + (ω - 2 * E) * ψ 0 * hB
        + 2 * ψ 0 * ψ 1 ^ 2 * hc
    have r1 : φ 1 = -c * fluctuation ψ 1 := by
      rw [F1]
      apply mul_left_cancel₀ hD0
      linear_combination -(ω - 2 * E) * φ 1 * hn - ψ 0 * hA + (ω - 2 * E) * ψ 1 * hB
        - 2 * ψ 0 ^ 2 * ψ 1 * hc
    exact funext (Fin.forall_fin_two.2 ⟨r0, r1⟩)
  · intro hr
    have x0 : φ 0 = -c * fluctuation ψ 0 := congrFun hr 0
    have x1 : φ 1 = -c * fluctuation ψ 1 := congrFun hr 1
    rw [F0] at x0
    rw [F1] at x1
    have q0 : (hamiltonian t v *ᵥ φ) 0 - E * φ 0 + ω * φ 0
        = -coupling ω lam * fluctuation ψ 0 := by
      rw [(hamiltonian_apply t v φ).1, F0, x0, x1]
      linear_combination 2 * c * (ψ 0 * ψ 1) * e1 - 2 * (ψ 0 * ψ 1) * ψ 1 * hc
    have q1 : (hamiltonian t v *ᵥ φ) 1 - E * φ 1 + ω * φ 1
        = -coupling ω lam * fluctuation ψ 1 := by
      rw [(hamiltonian_apply t v φ).2, F1, x0, x1]
      linear_combination 2 * (ψ 0 * ψ 1) * ψ 0 * hc - 2 * c * (ψ 0 * ψ 1) * e0
    exact funext (Fin.forall_fin_two.2 ⟨q0, q1⟩)

/-- For `t, ω > 0` a ground state has exactly one one-photon response, and its exchange energy is
`-λ²(1-s²)/(2ω(ω+W))` with `W = 2t/√(1-s²)`, a function of the polarization `s`. -/
theorem one_photon_exchange {t v ω E : ℝ} (lam : ℝ) {ψ : Fin 2 → ℝ} (ht : 0 < t)
    (hω : 0 < ω) (h : IsGround t v ψ E) :
    (∃! φ, IsPhotonResponse t v ω lam ψ E φ) ∧
      ∀ φ, IsPhotonResponse t v ω lam ψ E φ →
        exchangeEnergy ω lam ψ φ = exchangeFunctional t ω lam (polarization ψ) := by
  refine ⟨⟨_, (response_iff lam _ ht hω h).2 rfl,
    fun φ hφ => (response_iff lam φ ht hω h).1 hφ⟩, fun φ hφ => ?_⟩
  have hn := h.norm
  simp only [dotProduct, Fin.sum_univ_two] at hn
  obtain ⟨F0, F1⟩ := fluctuation_apply ψ (by linear_combination hn)
  -- the squared norm of the fluctuation is the variance of `σz`
  have hF : fluctuation ψ ⬝ᵥ fluctuation ψ = 1 - polarization ψ ^ 2 := by
    simp only [dotProduct, Fin.sum_univ_two]
    rw [F0, F1, polarization_eq]
    linear_combination (4 * ψ 0 ^ 2 * ψ 1 ^ 2 + ψ 0 ^ 2 + ψ 1 ^ 2 + 1) * hn
  have hg : coupling ω lam ^ 2 = lam ^ 2 / (2 * ω) := by
    rw [coupling, div_pow, Real.sq_sqrt (by positivity)]
  rw [(response_iff lam φ ht hω h).1 hφ, exchangeEnergy, exchangeFunctional,
    dotProduct_smul, smul_eq_mul, hF]
  generalize ω + 2 * t / √(1 - polarization ψ ^ 2) = D
  calc coupling ω lam * (-(coupling ω lam / D) * (1 - polarization ψ ^ 2))
      = -(coupling ω lam ^ 2) * (1 - polarization ψ ^ 2) / D := by ring
    _ = -(lam ^ 2 * (1 - polarization ψ ^ 2)) / (2 * ω * D) := by
      rw [hg]
      ring

/-- For `t > 0`, every polarization `-1 < s < 1` is that of an explicit ground state, with
potential `v = -ts/√(1-s²)`. -/
theorem polarization_representable {t s : ℝ} (ht : 0 < t) (h1 : -1 < s) (h2 : s < 1) :
    IsGround t (-t * s / √(1 - s ^ 2)) ![√((1 + s) / 2), √((1 - s) / 2)]
        (-t / √(1 - s ^ 2)) ∧
      polarization ![√((1 + s) / 2), √((1 - s) / 2)] = s := by
  have ha : √((1 + s) / 2) ^ 2 = (1 + s) / 2 := Real.sq_sqrt (by linarith)
  have hb : √((1 - s) / 2) ^ 2 = (1 - s) / 2 := Real.sq_sqrt (by linarith)
  have hu : √(1 - s ^ 2) = 2 * (√((1 + s) / 2) * √((1 - s) / 2)) := by
    have hsq : 1 - s ^ 2 = (2 * (√((1 + s) / 2) * √((1 - s) / 2))) ^ 2 := by
      rw [mul_pow, mul_pow, ha, hb]
      ring
    rw [hsq, Real.sqrt_sq (by positivity)]
  have hu0 : 0 < √(1 - s ^ 2) := Real.sqrt_pos.2 (by nlinarith)
  have hr : 0 < t / √(1 - s ^ 2) := div_pos ht hu0
  have htr : t = 2 * (√((1 + s) / 2) * √((1 - s) / 2)) * (t / √(1 - s ^ 2)) := by
    rw [← hu]
    field_simp
  rw [show -t * s / √(1 - s ^ 2) = -(t / √(1 - s ^ 2)) * s by ring,
    show -t / √(1 - s ^ 2) = -(t / √(1 - s ^ 2)) by ring]
  generalize t / √(1 - s ^ 2) = r at hr htr ⊢
  generalize √((1 + s) / 2) = a at ha htr ⊢
  generalize √((1 - s) / 2) = b at hb htr ⊢
  refine ⟨⟨?_, ?_, fun x => ?_⟩, ?_⟩
  · simp only [dotProduct, Fin.sum_univ_two]
    change a * a + b * b = 1
    linear_combination ha + hb
  · refine funext (Fin.forall_fin_two.2
      ⟨(hamiltonian_apply _ _ _).1.trans ?_, (hamiltonian_apply _ _ _).2.trans ?_⟩)
    · change -r * s * a - t * b = -r * a
      linear_combination -b * htr - 2 * a * r * hb
    · change -t * a - -r * s * b = -r * b
      linear_combination -a * htr - 2 * b * r * ha
  · -- the energy above the ground energy is a perfect square
    simp only [dotProduct, Fin.sum_univ_two, hamiltonian_apply]
    have hsq : 0 ≤ 2 * r * (b * x 0 - a * x 1) ^ 2 := by positivity
    refine sub_nonneg.1 (hsq.trans_eq ?_)
    linear_combination 2 * r * x 0 ^ 2 * hb + 2 * r * x 1 ^ 2 * ha + 2 * x 0 * x 1 * htr
  · refine (polarization_eq _).trans ?_
    change a ^ 2 - b ^ 2 = s
    linear_combination ha - hb

end

end TwoSiteQEDFT
```

```lean
#print axioms TwoSiteQEDFT.gap_and_transition
-- 'TwoSiteQEDFT.gap_and_transition' depends on axioms: [propext, Classical.choice, Quot.sound]
#print axioms TwoSiteQEDFT.one_photon_exchange
-- 'TwoSiteQEDFT.one_photon_exchange' depends on axioms: [propext, Classical.choice, Quot.sound]
#print axioms TwoSiteQEDFT.polarization_representable
-- 'TwoSiteQEDFT.polarization_representable' depends on axioms: [propext, Classical.choice, Quot.sound]
```

## What is established about the photon response

Site amplitudes are vectors `Fin 2 → ℝ`, `⬝ᵥ` is the scalar product and `*ᵥ` applies a matrix. `IsGround t v ψ E` says that `ψ` is normalised, is an eigenvector with energy `E`, and that `E` times the squared norm bounds the quadratic form of every real vector from below. `lam` is $\lambda$, while `coupling` is the amplitude $g$. The site energies are $\pm v$, so they differ by $2v$.

For `t` and `ω` positive and any real `lam`, `one_photon_exchange` states that a ground state has exactly one real solution of `IsPhotonResponse`, and that its `exchangeEnergy` equals `exchangeFunctional` at the state's polarization. `gap_and_transition` gives the gap and the squared transition element for any normalised eigenstate orthogonal to the ground state. `polarization_representable` supplies an explicit ground state for every $-1<s<1$, so the functional is reached on that whole interval.

The photon mode itself is absent from the Lean model: the response equation and the energy expression enter as definitions. The step left to the reader is their derivation from the coupled electron–photon Hamiltonian by second-order perturbation theory. At second order, several modes coupled to $\sigma_z$ contribute one such term each, and the terms add. Higher orders in $\lambda$ and interacting electrons are outside this model.

## Polynomial identities checked by `linear_combination`

`ground_from_polarization` carries out the derivation up to $vu=-ts$, `fluctuation_apply` computes $u\chi$, and `response_iff` solves the response equation by projecting it on $\chi$ (`hA`) and on $\psi$ (`hB`). `one_photon_exchange` then inserts the squared norm $1-s^2$ of the fluctuation. In `polarization_representable`, the lower bound holds because the energy above the ground state is a perfect square.

Nearly every algebraic step uses `linear_combination`. The user supplies a coefficient for each known equation, and the tactic checks that the weighted sum reproduces the goal as a polynomial identity. For $2E\psi_0\psi_1=-t$ the line is

`linear_combination -ψ 1 * e0 - ψ 0 * e1 - t * hn`

where `e0` and `e1` are the two eigenvalue equations and `hn` is the normalisation. The coefficients are the multipliers $\psi_1$ and $\psi_0$ used above, up to sign, and the last term replaces $\psi_0^2+\psi_1^2$ by 1. The tactic doesn't search for coefficients, so each such line records the algebra of its step.
